# Splitting a sum over permutations when one particle label is added

Let `s` be a set of labels, for instance particle labels, drawn from a finite type, and let `k` be a label outside `s`. The theorem says that summing a function `g` over all permutations that move only points of `s` and `k` is the same as summing, over the permutations σ that move only points of `s`, the term g(σ) plus the terms g(σ·(i k)) for every i in `s`, where (i k) exchanges i and k. The statement is pure combinatorics: `g` is arbitrary, with values in any additive commutative monoid, and no Hamiltonian, state or fermionic sign enters. The proof first absorbs g(σ) into the inner sum as the term i = k, then matches pairs (σ, i) with permutations τ = σ·(i k), recovering i as the preimage of `k` under τ.

In Lean, a first try:

```lean
import Mathlib

open Equiv Finset

namespace SumPermsOnInsert

noncomputable section

variable {α : Type*} [Fintype α] [DecidableEq α]

/-- The permutations that move only points of `s`. -/
def permsOn (s : Finset α) : Finset (Perm α) :=
  univ.filter fun σ => ∀ j, j ∉ s → σ j = j

/-- Each permutation of `s` and one new point `k` is, in exactly one way, `σ` or `σ (i k)`
with `σ` a permutation of `s` and `i` in `s`; sums over permutations split accordingly. -/
theorem sum_permsOn_insert {M : Type*} [AddCommMonoid M] {s : Finset α} {k : α}
    (hks : k ∉ s) (g : Perm α → M) :
    ∑ τ ∈ permsOn (insert k s), g τ
      = ∑ σ ∈ permsOn s, (g σ + ∑ i ∈ s, g (σ * swap i k)) := by
  have h0 : ∀ σ : Perm α, g σ + ∑ i ∈ s, g (σ * swap i k)
      = ∑ i ∈ insert k s, g (σ * swap i k) := by
    intro σ
    simp [sum_insert hks]
  rw [sum_congr rfl fun σ _ => h0 σ,
    ← sum_product' (permsOn s) (insert k s) fun σ i => g (σ * swap i k)]
  symm
  -- the old point is recovered as the preimage of `k`
  refine sum_nbij' (fun p => p.1 * swap p.2 k)
    (fun τ => (τ * swap (τ⁻¹ k) k, τ⁻¹ k)) ?_ ?_ ?_ ?_ ?_
  · rintro ⟨σ, i⟩ h
    simp only [permsOn, mem_product, mem_filter, mem_univ, true_and, mem_insert, not_or] at h ⊢
    intro j hj
    have hji : j ≠ i := by
      rintro rfl
      exact h.2.elim hj.1 hj.2
    rw [Perm.mul_apply, swap_apply_of_ne_of_ne hji hj.1, h.1 j hj.2]
  · intro τ h
    simp only [permsOn, mem_product, mem_filter, mem_univ, true_and, mem_insert, not_or] at h ⊢
    have hτ : τ (τ⁻¹ k) = k := by simp
    constructor
    · intro j hj
      by_cases hjk : j = k
      · rw [hjk, Perm.mul_apply, swap_apply_right, hτ]
      · have hf := h j ⟨hjk, hj⟩
        have hne : j ≠ τ⁻¹ k := fun e => hjk (hf.symm.trans ((congrArg τ e).trans hτ))
        rw [Perm.mul_apply, swap_apply_of_ne_of_ne hne hjk, hf]
    · by_contra hc
      rw [not_or] at hc
      exact hc.1 ((h _ hc).symm.trans hτ)
  · rintro ⟨σ, i⟩ h
    have hk : σ k = k := (mem_filter.mp (mem_product.mp h).1).2 k hks
    have e : (σ * swap i k)⁻¹ k = i := by
      rw [Perm.inv_eq_iff_eq]
      simp [hk]
    simp only [e, mul_assoc, swap_mul_self, mul_one]
  · intro τ _
    simp only [mul_assoc, swap_mul_self, mul_one]
  · intro p _
    rfl

end

end SumPermsOnInsert
```

The error:

```
Main.lean:22:46: error: unsolved goals
α : Type u_1
inst✝² : Fintype α
inst✝¹ : DecidableEq α
M : Type u_2
inst✝ : AddCommMonoid M
s : Finset α
k : α
hks : k ∉ s
g : Perm α → M
σ : Perm α
⊢ g σ + ∑ i ∈ s, g (σ * swap i k) = g (σ * Equiv.refl α) + ∑ i ∈ s, g (σ * swap i k)
```

What went wrong. The one error is in `h0`, the step that absorbs g(σ) as the term i = k. After the sum over `insert k s` is split, that term is `g (σ * swap k k)`. Exchanging `k` with itself does nothing, and `simp` turned `swap k k` into `Equiv.refl α`, the identity map. It then stopped at `σ * Equiv.refl α`. The lemma that removes a trivial factor, `mul_one`, looks for the group's `1`; `Equiv.refl α` is the same permutation but is written differently, so `simp` did not reduce the product to `σ`.

The repair proves `σ * swap k k = σ` separately, as `h1`. There `ext x` reduces the claim to the two permutations' values at a point `x`, which `simp` can show to be equal. Then `rw [sum_insert hks, h1]` splits the sum and replaces the product by `σ`, so that both sides agree. The reworded comment is mere tidying and has no effect on the proof.

The repair, with which the file compiles:

```diff
@@ -22,9 +22,12 @@
       = ∑ i ∈ insert k s, g (σ * swap i k) := by
     intro σ
-    simp [sum_insert hks]
+    have h1 : σ * swap k k = σ := by
+      ext x
+      simp
+    rw [sum_insert hks, h1]
   rw [sum_congr rfl fun σ _ => h0 σ,
     ← sum_product' (permsOn s) (insert k s) fun σ i => g (σ * swap i k)]
   symm
-  -- the old point is recovered as the preimage of `k`
+  -- the point `i` is recovered as the preimage of `k`
   refine sum_nbij' (fun p => p.1 * swap p.2 k)
     (fun τ => (τ * swap (τ⁻¹ k) k, τ⁻¹ k)) ?_ ?_ ?_ ?_ ?_
```
